# One electron's Laplacian in the Hylleraas coordinates r₁, r₂ and u

Put a nucleus at the origin of $\mathbb R^3$ and electrons at $x$ and $y$, with distances $r_1=|x|$, $r_2=|y|$ and $u=|x-y|$. Take the function $r_1u$ and let only $x$ move, with $x\neq0$ and $x\neq y$. The gradients of the two factors are the unit vectors $n_1=x/r_1$ and $n_u=(x-y)/u$, and their Laplacians are $2/r_1$ and $2/u$. The product rule gives

$$\Delta_x(r_1u)=\frac{2u}{r_1}+\frac{2r_1}{u}+2\,n_1\cdot n_u,\qquad 2\,n_1\cdot n_u=\frac{r_1^2+u^2-r_2^2}{r_1u}.$$

The last equality is the law of cosines in the triangle of nucleus and electrons. For every $f(r_1,r_2,u)$ that is twice continuously differentiable at the point concerned, the same factor $2\,n_1\cdot n_u$ multiplies the mixed derivative $\partial^2f/\partial r_1\partial u$ in the Laplacian. This is the differentiation needed for Hylleraas wavefunctions of helium-like atoms, here with a fixed nucleus and no dependence on angles beyond the three distances.

## Positions, derivatives and distances

```lean
import Mathlib

open Filter Topology

namespace HylleraasLaplacian

noncomputable section

variable {E P : Type*} [NormedAddCommGroup E] [InnerProductSpace ℝ E]
  [NormedAddCommGroup P] [NormedSpace ℝ P]
```

`E` is a real inner product space, where positions live. `P` is a real normed space, where the arguments of $f$ live.

```lean
/-- The derivative at `x` in the direction `v` of a scalar function `f` differentiable at `x`. -/
def dirDeriv (v : P) (f : P → ℝ) (x : P) : ℝ := fderiv ℝ f x v
```

This is $D_vf(x)=v\cdot\nabla f(x)$. The direction $v$ need not have length one.

```lean
/-- The Laplacian in `d` dimensions, for `F` twice differentiable at `x`: the sum of the second
derivatives along the Cartesian axes. -/
def lap {d : ℕ} (F : EuclideanSpace ℝ (Fin d) → ℝ) (x : EuclideanSpace ℝ (Fin d)) : ℝ :=
  ∑ i, dirDeriv (EuclideanSpace.single i 1) (dirDeriv (EuclideanSpace.single i 1) F) x
```

The Laplacian is $\sum_i D_{e_i}D_{e_i}F$, with $e_i$ the Cartesian unit vectors, written `EuclideanSpace.single i 1`.

```lean
/-- The scalar product of `v` with the unit vector pointing from the centre `a` to `x`, for `x ≠ a`.
It is a direction cosine when `v` has length one. -/
def cosine (a v x : E) : ℝ := inner ℝ v (x - a) / ‖x - a‖
```

For a centre $a$, write $r_a=|x-a|$ and $n_a=(x-a)/r_a$. Then `cosine a v x` is $\gamma_a=v\cdot n_a$, a true direction cosine when $|v|=1$.

```lean
/-- The parameter point `c + |x - a| p + |x - b| q`, which depends on the position `x` only
through its distances to two centres `a` and `b`. -/
def bipolar (c p q : P) (a b x : E) : P := c + (‖x - a‖ • p + ‖x - b‖ • q)
```

This is the point $c+r_a\,p+r_b\,q$ in the space of arguments. The vectors $p$ and $q$ select the slots of $f$ that receive the two distances, and $c$ holds whatever stays fixed.

```lean
/-- The Hylleraas coordinates `(r₁, r₂, u)` of two electrons at `x` and `y`. -/
def hyl (x y : EuclideanSpace ℝ (Fin 3)) : ℝ × ℝ × ℝ := (‖x‖, ‖y‖, ‖x - y‖)
```

`hyl x y` is the triple $(r_1,r_2,u)$.

## Differentiating one distance

```lean
local notation "∂₁" => dirDeriv ((1, 0, 0) : ℝ × ℝ × ℝ)
local notation "∂₂" => dirDeriv ((0, 1, 0) : ℝ × ℝ × ℝ)
local notation "∂ᵤ" => dirDeriv ((0, 0, 1) : ℝ × ℝ × ℝ)

/-- Away from the centre `a`, the gradient of the distance to `a` is the unit vector
pointing away from `a`. -/
theorem hasFDerivAt_dist {a x : E} (hx : x ≠ a) :
    HasFDerivAt (fun z : E => ‖z - a‖) (‖x - a‖⁻¹ • innerSL ℝ (x - a)) x := by
  have h0 : ‖x - a‖ ≠ 0 := norm_ne_zero_iff.2 (sub_ne_zero.2 hx)
  have h1 : HasFDerivAt (fun z : E => z - a) (ContinuousLinearMap.id ℝ E) x :=
    (hasFDerivAt_id x).sub_const a
  have h2 := h1.norm_sq.sqrt (pow_ne_zero 2 h0)
  have h3 : (fun z : E => ‖z - a‖) = fun z => √(‖z - a‖ ^ 2) := by
    funext z
    rw [Real.sqrt_sq (norm_nonneg _)]
  rw [h3]
  refine h2.congr_fderiv (ContinuousLinearMap.ext fun v => ?_)
  simp only [Real.sqrt_sq (norm_nonneg _), smul_apply,
    ContinuousLinearMap.comp_apply, ContinuousLinearMap.id_apply, smul_eq_mul,
    nsmul_eq_mul, Nat.cast_ofNat]
  ring
```

The three notations are the partial derivatives in $r_1$, $r_2$ and $u$. The theorem says that $D_vr_a=(x-a)\cdot v/r_a=\gamma_a$ for $x\neq a$. By hand, $D_v(r_a^2)=2(x-a)\cdot v$, and dividing by $2r_a$ gives the result. The proof likewise writes the distance as the square root of its square.

```lean
/-- Away from the centre `a`, the function `cosine a v` is differentiable, and its derivative along
`v` is `(|v|² - (cosine a v x)²) / r`, with `r` the distance to `a`. -/
theorem dirDeriv_cosine {a x : E} (v : E) (hx : x ≠ a) :
    DifferentiableAt ℝ (cosine a v) x ∧
      dirDeriv v (cosine a v) x = (‖v‖ ^ 2 - cosine a v x ^ 2) / ‖x - a‖ := by
  have h0 : ‖x - a‖ ≠ 0 := norm_ne_zero_iff.2 (sub_ne_zero.2 hx)
  have hi : HasFDerivAt (fun z : E => inner ℝ v (z - a)) (innerSL ℝ v) x := by
    simp only [inner_sub_right]
    exact (innerSL ℝ v).hasFDerivAt.sub_const (inner ℝ v a)
  have hr := (hasDerivAt_inv h0).comp_hasFDerivAt x (hasFDerivAt_dist hx)
  have H : HasFDerivAt (cosine a v) _ x := (hi.mul hr).congr_of_eventuallyEq
    (Eventually.of_forall fun z => div_eq_mul_inv _ _)
  refine ⟨H.differentiableAt, ?_⟩
  have i1 : innerSL ℝ (x - a) v = inner ℝ v (x - a) := real_inner_comm _ _
  have i2 : innerSL ℝ v v = ‖v‖ ^ 2 := real_inner_self_eq_norm_sq v
  change fderiv ℝ (cosine a v) x v = _
  rw [H.fderiv]
  simp only [add_apply, smul_apply, smul_eq_mul,
    Function.comp_apply, i1, i2, cosine]
  ring
```

The quotient rule gives

$$D_v\gamma_a=\frac{|v|^2}{r_a}-\frac{v\cdot(x-a)}{r_a^2}\,\gamma_a=\frac{|v|^2-\gamma_a^2}{r_a}.$$

In the proof, `hi` differentiates the numerator and `hr` the inverse distance; `ring` collects the terms.

## Two distances at once

```lean
/-- Chain rule: away from both centres, a differentiable function of the two distances changes along
`v` by its derivatives along `p` and `q`, weighted with `cosine a v x` and `cosine b v x`. -/
theorem dirDeriv_bipolar {g : P → ℝ} {c p q : P} {a b x : E} (v : E) (ha : x ≠ a) (hb : x ≠ b)
    (hg : DifferentiableAt ℝ g (bipolar c p q a b x)) :
    DifferentiableAt ℝ (fun z => g (bipolar c p q a b z)) x ∧
      dirDeriv v (fun z => g (bipolar c p q a b z)) x =
        dirDeriv p g (bipolar c p q a b x) * cosine a v x +
        dirDeriv q g (bipolar c p q a b x) * cosine b v x := by
  have hB : HasFDerivAt (bipolar c p q a b) _ x :=
    (((hasFDerivAt_dist ha).smul_const p).add ((hasFDerivAt_dist hb).smul_const q)).const_add c
  have H : HasFDerivAt (fun z => g (bipolar c p q a b z)) _ x := hg.hasFDerivAt.comp x hB
  refine ⟨H.differentiableAt, ?_⟩
  have i1 : innerSL ℝ (x - a) v = inner ℝ v (x - a) := real_inner_comm _ _
  have i2 : innerSL ℝ (x - b) v = inner ℝ v (x - b) := real_inner_comm _ _
  change fderiv ℝ (fun z => g (bipolar c p q a b z)) x v = _
  rw [H.fderiv]
  simp only [ContinuousLinearMap.comp_apply, add_apply,
    ContinuousLinearMap.smulRight_apply, smul_apply, smul_eq_mul,
    map_add, map_smul, i1, i2, cosine, dirDeriv]
  ring
```

Write $g_p=D_pg$ and $g_q=D_qg$. For $g$ evaluated at $c+r_ap+r_bq$, the chain rule reads $D_vg=g_p\gamma_a+g_q\gamma_b$.

```lean
/-- Where `f` is twice continuously differentiable, its first partial derivatives are
differentiable and its mixed second derivatives agree. -/
theorem dirDeriv_comm {f : P → ℝ} {X : P} (hf : ContDiffAt ℝ 2 f X) (p q : P) :
    DifferentiableAt ℝ (dirDeriv p f) X ∧
      dirDeriv q (dirDeriv p f) X = dirDeriv p (dirDeriv q f) X := by
  have hd : DifferentiableAt ℝ (fderiv ℝ f) X :=
    (hf.fderiv_right (m := 1) (by norm_num)).differentiableAt (by norm_num)
  have H : ∀ w : P, HasFDerivAt (dirDeriv w f)
      ((ContinuousLinearMap.apply ℝ ℝ w).comp (fderiv ℝ (fderiv ℝ f) X)) X := fun w =>
    (ContinuousLinearMap.apply ℝ ℝ w).hasFDerivAt.comp X hd.hasFDerivAt
  refine ⟨(H p).differentiableAt, ?_⟩
  change fderiv ℝ (dirDeriv p f) X q = fderiv ℝ (dirDeriv q f) X p
  rw [(H p).fderiv, (H q).fderiv]
  exact (hf.isSymmSndFDerivAt (by simp)) q p
```

If $f$ is $C^2$ at a point, its first partial derivatives are differentiable there and $D_qD_pf=D_pD_qf$.

```lean
/-- Away from both centres, the second derivative along `v` of a twice continuously differentiable
function of the two distances, in terms of `cosine a v x` and `cosine b v x`. -/
theorem second_dirDeriv_bipolar {f : P → ℝ} {c p q : P} {a b x : E} (v : E)
    (ha : x ≠ a) (hb : x ≠ b) (hf : ContDiffAt ℝ 2 f (bipolar c p q a b x)) :
    dirDeriv v (dirDeriv v (fun z => f (bipolar c p q a b z))) x =
      dirDeriv p (dirDeriv p f) (bipolar c p q a b x) * cosine a v x ^ 2 +
      dirDeriv q (dirDeriv q f) (bipolar c p q a b x) * cosine b v x ^ 2 +
      2 * dirDeriv p (dirDeriv q f) (bipolar c p q a b x) * (cosine a v x * cosine b v x) +
      dirDeriv p f (bipolar c p q a b x) * ((‖v‖ ^ 2 - cosine a v x ^ 2) / ‖x - a‖) +
      dirDeriv q f (bipolar c p q a b x) * ((‖v‖ ^ 2 - cosine b v x ^ 2) / ‖x - b‖) := by
  have hc : ContinuousAt (bipolar c p q a b) x := by
    unfold bipolar
    fun_prop
  -- the first derivative is given by the chain rule in a whole neighbourhood of `x`
  have key : dirDeriv v (fun z => f (bipolar c p q a b z)) =ᶠ[𝓝 x] fun z =>
      dirDeriv p f (bipolar c p q a b z) * cosine a v z +
      dirDeriv q f (bipolar c p q a b z) * cosine b v z := by
    filter_upwards [isOpen_ne.mem_nhds ha, isOpen_ne.mem_nhds hb,
      hc.eventually (hf.eventually (by simp))] with z h1 h2 h3
    exact (dirDeriv_bipolar v h1 h2 (h3.differentiableAt (by norm_num))).2
  obtain ⟨dp, comm⟩ := dirDeriv_comm hf p q
  obtain ⟨d1, e1⟩ := dirDeriv_bipolar v ha hb dp
  obtain ⟨d2, e2⟩ := dirDeriv_bipolar v ha hb (dirDeriv_comm hf q p).1
  obtain ⟨d3, e3⟩ := dirDeriv_cosine v ha
  obtain ⟨d4, e4⟩ := dirDeriv_cosine v hb
  have H : HasFDerivAt (fun z => dirDeriv p f (bipolar c p q a b z) * cosine a v z +
      dirDeriv q f (bipolar c p q a b z) * cosine b v z) _ x :=
    (d1.hasFDerivAt.mul d3.hasFDerivAt).add (d2.hasFDerivAt.mul d4.hasFDerivAt)
  have L := congrArg (fun T => T v) (key.fderiv_eq.trans H.fderiv)
  simp only [add_apply, smul_apply, smul_eq_mul] at L
  change dirDeriv v (dirDeriv v _) x = _ * dirDeriv v _ x + _ * dirDeriv v _ x +
    (_ * dirDeriv v _ x + _ * dirDeriv v _ x) at L
  rw [L, e1, e2, e3, e4, comm]
  ring
```

Write $f_{pq}=D_pD_qf$. Differentiating $f_p\gamma_a+f_q\gamma_b$ once more gives

$$(f_{pp}\gamma_a+f_{pq}\gamma_b)\gamma_a+(f_{pq}\gamma_a+f_{qq}\gamma_b)\gamma_b+f_pD_v\gamma_a+f_qD_v\gamma_b.$$

The two mixed terms combine into $2f_{pq}\gamma_a\gamma_b$, and the previous formula for $D_v\gamma$ supplies the rest.

A first derivative known only at $x$ could not be differentiated again. The step `key` therefore establishes the chain rule throughout a neighbourhood of $x$, which is what `=ᶠ[𝓝 x]` means. The steps `e1` to `e4` are the four derivatives in the product rule, and `comm` merges the mixed terms.

## Summing over the axes

```lean
/-- Law of cosines: away from both centres, the unit vectors from `a` and `b` to `x` have scalar
product `(|x-a|² + |x-b|² - |a-b|²) / (2 |x-a| |x-b|)`. -/
theorem sum_cosine {d : ℕ} {a b x : EuclideanSpace ℝ (Fin d)} (ha : x ≠ a) (hb : x ≠ b) :
    ∑ i, cosine a (EuclideanSpace.single i 1) x * cosine b (EuclideanSpace.single i 1) x =
      (‖x - a‖ ^ 2 + ‖x - b‖ ^ 2 - ‖a - b‖ ^ 2) / (2 * ‖x - a‖ * ‖x - b‖) := by
  have h1 : ‖x - a‖ ≠ 0 := norm_ne_zero_iff.2 (sub_ne_zero.2 ha)
  have h2 : ‖x - b‖ ≠ 0 := norm_ne_zero_iff.2 (sub_ne_zero.2 hb)
  have hs : ‖x - a‖ ^ 2 + ‖x - b‖ ^ 2 - ‖a - b‖ ^ 2 = 2 * ∑ i, (x - a) i * (x - b) i := by
    simp only [EuclideanSpace.norm_sq_eq, Real.norm_eq_abs, sq_abs]
    rw [← Finset.sum_add_distrib, ← Finset.sum_sub_distrib, Finset.mul_sum]
    refine Finset.sum_congr rfl fun i _ => ?_
    simp only [PiLp.sub_apply]
    ring
  have ht : ∑ i, cosine a (EuclideanSpace.single i 1) x * cosine b (EuclideanSpace.single i 1) x
      = (∑ i, (x - a) i * (x - b) i) / (‖x - a‖ * ‖x - b‖) := by
    rw [Finset.sum_div]
    refine Finset.sum_congr rfl fun i _ => ?_
    simp only [cosine, EuclideanSpace.inner_single_left, map_one, one_mul]
    ring
  rw [ht, hs]
  field_simp
```

The sum over axes of $\gamma_a\gamma_b$ is $n_a\cdot n_b$. Since $a-b=(x-b)-(x-a)$,

$$|a-b|^2=r_a^2+r_b^2-2(x-a)\cdot(x-b),$$

and solving for the scalar product gives the claim. In the proof, `hs` is this identity in components, and `ht` takes the distances out of the sum.

```lean
/-- The Laplacian in `d` dimensions of a twice continuously differentiable function of the
distances to two centres, at a point away from both. -/
theorem lap_bipolar {d : ℕ} {f : P → ℝ} {c p q : P} {a b x : EuclideanSpace ℝ (Fin d)}
    (ha : x ≠ a) (hb : x ≠ b) (hf : ContDiffAt ℝ 2 f (bipolar c p q a b x)) :
    lap (fun z => f (bipolar c p q a b z)) x =
      dirDeriv p (dirDeriv p f) (bipolar c p q a b x) +
      (d - 1) / ‖x - a‖ * dirDeriv p f (bipolar c p q a b x) +
      dirDeriv q (dirDeriv q f) (bipolar c p q a b x) +
      (d - 1) / ‖x - b‖ * dirDeriv q f (bipolar c p q a b x) +
      (‖x - a‖ ^ 2 + ‖x - b‖ ^ 2 - ‖a - b‖ ^ 2) / (‖x - a‖ * ‖x - b‖) *
        dirDeriv p (dirDeriv q f) (bipolar c p q a b x) := by
  have h1 : ‖x - a‖ ≠ 0 := norm_ne_zero_iff.2 (sub_ne_zero.2 ha)
  have h2 : ‖x - b‖ ≠ 0 := norm_ne_zero_iff.2 (sub_ne_zero.2 hb)
  -- the squared direction cosines sum to one
  have saa := sum_cosine ha ha
  have sbb := sum_cosine hb hb
  simp only [sub_self, norm_zero] at saa sbb
  simp only [lap, second_dirDeriv_bipolar _ ha hb hf, PiLp.norm_single, norm_one,
    one_pow, Finset.sum_add_distrib, ← Finset.mul_sum, ← Finset.sum_div,
    Finset.sum_sub_distrib, Finset.sum_const, Finset.card_univ, Fintype.card_fin,
    nsmul_eq_mul, mul_one, sum_cosine ha hb]
  simp only [pow_two (cosine _ _ _), saa, sbb]
  field_simp
  ring
```

Now set $v=e_i$ and sum. We have $\sum_i\gamma_a^2=1$, which the proof obtains from the law of cosines with both centres equal, so $\sum_i(1-\gamma_a^2)=d-1$. Hence, for $F(x)=f(c+r_ap+r_bq)$,

$$\Delta F=f_{pp}+\frac{d-1}{r_a}f_p+f_{qq}+\frac{d-1}{r_b}f_q+\frac{r_a^2+r_b^2-|a-b|^2}{r_ar_b}f_{pq}.$$

In one dimension the first-order terms vanish, as they should.

## The formula for electron 1

```lean
/-- The Laplacian in the position `x` of electron 1 of a function `f(r₁, r₂, u)` that is twice
continuously differentiable at the point, for electron 1 away from the nucleus and electron 2. -/
theorem hylleraas_laplacian {f : ℝ × ℝ × ℝ → ℝ} {x y : EuclideanSpace ℝ (Fin 3)}
    (hx : x ≠ 0) (hxy : x ≠ y) (hf : ContDiffAt ℝ 2 f (hyl x y)) :
    lap (fun z => f (hyl z y)) x =
      ∂₁ (∂₁ f) (hyl x y) + 2 / ‖x‖ * ∂₁ f (hyl x y) +
      ∂ᵤ (∂ᵤ f) (hyl x y) + 2 / ‖x - y‖ * ∂ᵤ f (hyl x y) +
      (‖x‖ ^ 2 + ‖x - y‖ ^ 2 - ‖y‖ ^ 2) / (‖x‖ * ‖x - y‖) * ∂₁ (∂ᵤ f) (hyl x y) := by
  have hB : ∀ z, bipolar ((0, ‖y‖, 0) : ℝ × ℝ × ℝ) (1, 0, 0) (0, 0, 1) 0 y z = hyl z y := by
    intro z
    simp [bipolar, hyl]
  have h := lap_bipolar hx hxy (by rw [hB]; exact hf)
  simp only [hB, sub_zero, zero_sub, norm_neg] at h
  rw [h]
  norm_num
```

Electron 1 sees two centres, the nucleus $a=0$ and the other electron $b=y$, separated by $r_2$. With $d=3$ and $F(x)=f(r_1,r_2,u)$ at fixed $y$,

$$\Delta_xF=f_{11}+\frac{2}{r_1}f_1+f_{uu}+\frac{2}{u}f_u+\frac{r_1^2+u^2-r_2^2}{r_1u}f_{1u},$$

where subscripts denote partial derivatives. The step `hB` checks that the general two-distance point is indeed $(r_1,r_2,u)$.

The hypotheses are $x\neq0$, $x\neq y$ and `ContDiffAt ℝ 2 f (hyl x y)`; $r_2>0$ is not required. The smoothness condition concerns $f$ on an open neighbourhood in $\mathbb R^3$, even when the electrons and nucleus are collinear and some nearby triples violate the triangle inequality.

For a numerical instance, take $x=(3,0,0)$ and $y=(0,4,0)$, so that $(r_1,r_2,u)=(3,4,5)$, and $f=r_1^2u^2$. The five terms are

$$50+100+18+36+\tfrac65\cdot60=276.$$

In Cartesian form, $F=|x|^2|x-y|^2$ has Laplacian $6|x-y|^2+6|x|^2+8\,x\cdot(x-y)=150+54+72=276$.

Without $x\neq y$ the formula fails even for the smooth function $f=u^2$. At $x=y\neq0$ the Laplacian of $|x-y|^2$ is 6, but Lean sets division by zero to zero, so the term $2f_u/u$ contributes 0 instead of its limit 4, and the right-hand side is 2.

## The formula for electron 2

```lean
/-- The Laplacian in the position `y` of electron 2 of a function `f(r₁, r₂, u)` that is twice
continuously differentiable at the point, for electron 2 away from the nucleus and electron 1. -/
theorem hylleraas_laplacian_second {f : ℝ × ℝ × ℝ → ℝ} {x y : EuclideanSpace ℝ (Fin 3)}
    (hy : y ≠ 0) (hxy : x ≠ y) (hf : ContDiffAt ℝ 2 f (hyl x y)) :
    lap (fun z => f (hyl x z)) y =
      ∂₂ (∂₂ f) (hyl x y) + 2 / ‖y‖ * ∂₂ f (hyl x y) +
      ∂ᵤ (∂ᵤ f) (hyl x y) + 2 / ‖x - y‖ * ∂ᵤ f (hyl x y) +
      (‖y‖ ^ 2 + ‖x - y‖ ^ 2 - ‖x‖ ^ 2) / (‖y‖ * ‖x - y‖) * ∂₂ (∂ᵤ f) (hyl x y) := by
  have hB : ∀ z, bipolar ((‖x‖, 0, 0) : ℝ × ℝ × ℝ) (0, 1, 0) (0, 0, 1) 0 x z = hyl x z := by
    intro z
    simp [bipolar, hyl, norm_sub_rev z x]
  have h := lap_bipolar hy hxy.symm (by rw [hB]; exact hf)
  simp only [hB, sub_zero, zero_sub, norm_neg, norm_sub_rev y x] at h
  rw [h]
  norm_num

end

end HylleraasLaplacian
```

Here $y$ moves and $x$ is fixed, so the centres are the nucleus and electron 1, separated by $r_1$. The conditions are $y\neq0$ and $x\neq y$, and the roles of $r_1$ and $r_2$ are exchanged.

Adding the two Laplacians and multiplying by $-\tfrac12$ gives the electrons' kinetic energy operator in atomic units, acting on $f$; that sum is not written out here.

```lean
#print axioms HylleraasLaplacian.hylleraas_laplacian
#print axioms HylleraasLaplacian.hylleraas_laplacian_second
```

```
'HylleraasLaplacian.hylleraas_laplacian' depends on axioms: [propext, Classical.choice, Quot.sound]
'HylleraasLaplacian.hylleraas_laplacian_second' depends on axioms: [propext, Classical.choice, Quot.sound]
```
